# Residual bound for a nilpotent contraction: if $A^n=0$ and $|s|\le 1$, then $|s|^n\,\|x\|\le n\,\|Ax-sx\|$

An iterative eigensolver returns a trial vector $x$ and a trial eigenvalue $s$ for an operator $A$, and it is stopped when the residual $r=Ax-sx$ is small. For a Hermitian matrix and a unit vector $x$, some eigenvalue lies within $\|r\|$ of $s$. Effective Hamiltonians with a complex absorbing potential, or the similarity-transformed Hamiltonian of coupled-cluster theory after projection onto a truncated excitation space, are not Hermitian, and their levels can coalesce together with their eigenvectors. The question is what a small residual then says about the error in $s$. For an operator whose whole spectrum has collapsed to zero, in the sense that $A^n=0$ for a natural number $n$, and which does not lengthen vectors, the answer for a unit vector $x$ and a trial value on the disc $|s|\le1$ is an error of at most the $n$-th root of $n\|r\|$.

## Operators, residuals and the Jordan block

The state space `E` is any complex normed vector space. No inner product, completeness or finite dimension is assumed. Lean writes `‖s‖` for the modulus $|s|$ of a complex number.

```lean
import Mathlib

open Matrix Finset

namespace DefectiveResidualBound

noncomputable section

variable {E : Type*} [NormedAddCommGroup E] [NormedSpace ℂ E]
```

An operator is an element of `Module.End ℂ E`, a complex-linear map defined on all of `E`, and `eigResidual A x s` is $r=Ax-sx$. The vector $x$ is not normalised unless a theorem says so.

```lean
/-- The residual `A x - s x` of the trial vector `x` with trial eigenvalue `s`. -/
def eigResidual (A : Module.End ℂ E) (x : E) (s : ℂ) : E := A x - s • x
```

A square matrix with finite index type `m` acts through `matOp` by the matrix-vector product on `EuclideanSpace ℂ m`, which fixes the norm as $\|y\|^2=\sum_i|y_i|^2$.

```lean
/-- A complex square matrix acting as a linear operator on Euclidean space. -/
def matOp {m : Type*} [Fintype m] (A : Matrix m m ℂ) :
    Module.End ℂ (EuclideanSpace ℂ m) where
  toFun x := WithLp.toLp 2 (A *ᵥ x.ofLp)
  map_add' x y := by ext i; simp [Matrix.mulVec_add]
  map_smul' c x := by ext i; simp [Matrix.mulVec_smul]
```

The matrix $J$, written `jordan n`, has size $n+1$, indices $i,j=0,\dots,n$, and entries $J_{ij}=1$ for $j=i+1$ and zero otherwise.

```lean
/-- The Jordan block of size `n + 1` with zero diagonal and ones on the superdiagonal. -/
def jordan (n : ℕ) : Matrix (Fin (n + 1)) (Fin (n + 1)) ℂ :=
  Matrix.of fun i j => if (j : ℕ) = (i : ℕ) + 1 then 1 else 0
```

The vector `geomVec n s` has components $x_i=s^i$ for $i=0,\dots,n$, with $x_0=1$ also at $s=0$.

```lean
/-- The vector with components `1, s, s ^ 2, ..., s ^ n`. -/
def geomVec (n : ℕ) (s : ℂ) : EuclideanSpace ℂ (Fin (n + 1)) :=
  WithLp.toLp 2 fun i => s ^ (i : ℕ)
```

## Telescoping the powers of $A$

Put $u_k=s^{\,n-k}A^kx$ for $0\le k\le n$. For $k<n$, linearity of $A^k$ gives
$$s^{\,n-1-k}A^k r=s^{\,n-1-k}A^{k+1}x-s^{\,n-k}A^kx=u_{k+1}-u_k .$$
Summing over $k$ leaves $u_n-u_0$, so
$$A^nx-s^nx=\sum_{k=0}^{n-1}s^{\,n-1-k}A^k r$$
for every linear $A$, every $x$, $s$ and $n$. The proof of `pow_residual_identity` is an induction on $n$. If $S_n$ denotes the sum, step `h` pulls a factor $s$ out of the first $n$ terms of $S_{n+1}$, so that $S_{n+1}=sS_n+A^nr$. Inserting the induction hypothesis gives $s(A^nx-s^nx)+A^{n+1}x-sA^nx$, and `module` cancels the two terms $sA^nx$. The exponent `n - 1 - k` is a subtraction of natural numbers, which agrees with the ordinary one because $k<n$.

```lean
/-- Telescoping identity: `A ^ n x - s ^ n x` is the sum over `k < n` of
`s ^ (n - 1 - k) A ^ k` applied to the residual. -/
theorem pow_residual_identity (A : Module.End ℂ E) (x : E) (s : ℂ) (n : ℕ) :
    (A ^ n) x - s ^ n • x
      = ∑ k ∈ range n, s ^ (n - 1 - k) • (A ^ k) (eigResidual A x s) := by
  induction n with
  | zero => simp
  | succ n ih =>
    have h : ∑ k ∈ range n, s ^ (n + 1 - 1 - k) • (A ^ k) (eigResidual A x s)
        = s • ∑ k ∈ range n, s ^ (n - 1 - k) • (A ^ k) (eigResidual A x s) := by
      rw [Finset.smul_sum]
      refine Finset.sum_congr rfl fun k hk => ?_
      have hk' := Finset.mem_range.1 hk
      rw [smul_smul, ← pow_succ', show n + 1 - 1 - k = n - 1 - k + 1 by omega]
    rw [Finset.sum_range_succ, h, ← ih, show n + 1 - 1 - n = 0 by omega]
    simp only [eigResidual, pow_succ, Module.End.mul_apply, map_sub, map_smul, pow_zero,
      one_smul]
    module
```

## Nilpotency and a norm bound $M$

Assume $A^n=0$ and $\|Ay\|\le M\|y\|$ for all $y$, with a real $M\ge0$. The first condition says that zero is the only possible eigenvalue and that no chain $y,Ay,A^2y,\dots$ survives $n$ steps; it models a complete coalescence of levels at zero energy and is assumed, not derived from a Hamiltonian. The constant $M$ is an upper bound on the operator norm of $A$, not necessarily the smallest one, and it carries the unit of energy when $A$ is a Hamiltonian. Repeated use of the bound gives $\|A^ky\|\le M^k\|y\|$. The identity loses its first term, $-s^nx=\sum_k s^{\,n-1-k}A^kr$, and the triangle inequality yields
$$|s|^n\|x\|\le\Big(\sum_{k=0}^{n-1}|s|^{\,n-1-k}M^k\Big)\|r\|$$
for every complex $s$. In `weighted_residual_bound`, `hpow` is the bound on powers, `h1` is the norm of the shortened identity, and `norm_sum_le` is the triangle inequality, after which the terms are compared one by one.

```lean
/-- If `A ^ n = 0` and `‖A y‖ ≤ M ‖y‖` for all `y`, then for every `s` the quantity
`|s| ^ n ‖x‖` is at most `∑ k < n, |s| ^ (n - 1 - k) M ^ k` times the residual norm. -/
theorem weighted_residual_bound (A : Module.End ℂ E) (M : ℝ) (hM0 : 0 ≤ M) (n : ℕ)
    (hA : A ^ n = 0) (hM : ∀ y, ‖A y‖ ≤ M * ‖y‖) (x : E) (s : ℂ) :
    ‖s‖ ^ n * ‖x‖
      ≤ (∑ k ∈ range n, ‖s‖ ^ (n - 1 - k) * M ^ k) * ‖eigResidual A x s‖ := by
  -- powers of `A` are bounded by powers of `M`
  have hpow : ∀ (k : ℕ) (y : E), ‖(A ^ k) y‖ ≤ M ^ k * ‖y‖ := by
    intro k
    induction k with
    | zero => intro y; simp
    | succ k ih =>
      intro y
      rw [pow_succ' A k, Module.End.mul_apply]
      calc ‖A ((A ^ k) y)‖ ≤ M * ‖(A ^ k) y‖ := hM _
        _ ≤ M * (M ^ k * ‖y‖) := mul_le_mul_of_nonneg_left (ih y) hM0
        _ = M ^ (k + 1) * ‖y‖ := by ring
  -- nilpotency removes the leading term of the telescoping identity
  have h1 : ‖s‖ ^ n * ‖x‖
      = ‖∑ k ∈ range n, s ^ (n - 1 - k) • (A ^ k) (eigResidual A x s)‖ := by
    rw [← pow_residual_identity, hA]
    simp [norm_smul]
  rw [h1, Finset.sum_mul]
  refine (norm_sum_le _ _).trans (Finset.sum_le_sum fun k _ => ?_)
  rw [norm_smul, norm_pow, mul_assoc]
  exact mul_le_mul_of_nonneg_left (hpow k _) (by positivity)
```

## The contraction bound on the unit disc

Take $M=1$, which for $M>0$ amounts to measuring energy in units of $M$, and restrict to $|s|\le1$, so that the modulus of the trial eigenvalue does not exceed the norm bound. Each of the $n$ terms $|s|^{\,n-1-k}$ is then at most one, and
$$|s|^n\|x\|\le n\,\|Ax-sx\| .$$
In `defective_residual_bound`, `hA` is $A^n=0$, `hc` is the contraction property and `hs` is $|s|\le1$; the `calc` block bounds the sum by $n$ with `pow_le_one₀`. The exponent $n$ need not be the smallest one that annihilates $A$, and $A$ need not be defective, since $A=0$ qualifies. No condition $n\ge1$ appears: for $n=0$ the hypothesis says that the identity operator vanishes, so $x=0$ and both sides are zero.

```lean
/-- If `A ^ n = 0` and `A` is a contraction, then `|s| ^ n ‖x‖ ≤ n ‖A x - s x‖`
for every `x` and every `s` in the closed unit disc. -/
theorem defective_residual_bound (A : Module.End ℂ E) (n : ℕ) (hA : A ^ n = 0)
    (hc : ∀ y, ‖A y‖ ≤ ‖y‖) (x : E) (s : ℂ) (hs : ‖s‖ ≤ 1) :
    ‖s‖ ^ n * ‖x‖ ≤ n * ‖eigResidual A x s‖ := by
  refine (weighted_residual_bound A 1 zero_le_one n hA
    (fun y => by rw [one_mul]; exact hc y) x s).trans ?_
  refine mul_le_mul_of_nonneg_right ?_ (norm_nonneg _)
  calc ∑ k ∈ range n, ‖s‖ ^ (n - 1 - k) * (1 : ℝ) ^ k ≤ ∑ k ∈ range n, (1 : ℝ) :=
        Finset.sum_le_sum fun k _ => by
          rw [one_pow, mul_one]
          exact pow_le_one₀ (norm_nonneg _) hs
    _ = n := by simp
```

## A single eigenvalue at $\mu$

Let the levels coalesce at a complex energy $\mu$. Assume $(A-\mu)^{n+1}=0$, $\|Ay-\mu y\|\le M\|y\|$ for all $y$, and $|s-\mu|\le M$; the nilpotency exponent is now $n+1$, which is at least one. Shifting operator and trial value together leaves the residual unchanged, $(A-\mu)x-(s-\mu)x=r$. The weighted bound for $A-\mu$ has $n+1$ terms, each obeying $|s-\mu|^{\,n-k}M^k\le M^{n-k}M^k=M^n$, so
$$|s-\mu|^{n+1}\|x\|\le(n+1)\,M^n\,\|r\| .$$
In `shifted_residual_bound`, `A - μ • 1` is $A-\mu$, the norm hypothesis `hM` is phrased through `eigResidual A y μ`, `hr` is the shift invariance, and $M\ge0$ follows from `hs`. At $n=0$ the operator is $\mu$ times the identity, and the inequality reads $|s-\mu|\,\|x\|\le\|r\|$.

```lean
/-- If `(A - μ) ^ (n + 1) = 0`, `‖A y - μ y‖ ≤ M ‖y‖` for all `y` and `|s - μ| ≤ M`, then
`|s - μ| ^ (n + 1) ‖x‖ ≤ (n + 1) M ^ n ‖A x - s x‖`. -/
theorem shifted_residual_bound (A : Module.End ℂ E) (μ : ℂ) (M : ℝ) (n : ℕ)
    (hA : (A - μ • 1) ^ (n + 1) = 0) (hM : ∀ y, ‖eigResidual A y μ‖ ≤ M * ‖y‖)
    (x : E) (s : ℂ) (hs : ‖s - μ‖ ≤ M) :
    ‖s - μ‖ ^ (n + 1) * ‖x‖ ≤ ((n : ℝ) + 1) * M ^ n * ‖eigResidual A x s‖ := by
  have hM0 : 0 ≤ M := (norm_nonneg _).trans hs
  -- the residual is unchanged when operator and trial eigenvalue are shifted together
  have hr : eigResidual (A - μ • 1) x (s - μ) = eigResidual A x s := by
    simp only [eigResidual, LinearMap.sub_apply, LinearMap.smul_apply, Module.End.one_apply]
    module
  have h := weighted_residual_bound (A - μ • 1) M hM0 (n + 1) hA
    (fun y => by simpa [eigResidual] using hM y) x (s - μ)
  rw [hr] at h
  refine h.trans (mul_le_mul_of_nonneg_right ?_ (norm_nonneg _))
  calc ∑ k ∈ range (n + 1), ‖s - μ‖ ^ (n + 1 - 1 - k) * M ^ k
      ≤ ∑ k ∈ range (n + 1), M ^ n := Finset.sum_le_sum fun k hk => by
        have hk' := Finset.mem_range.1 hk
        calc ‖s - μ‖ ^ (n + 1 - 1 - k) * M ^ k ≤ M ^ (n + 1 - 1 - k) * M ^ k :=
              mul_le_mul_of_nonneg_right (pow_le_pow_left₀ (norm_nonneg _) hs _)
                (pow_nonneg hM0 _)
          _ = M ^ n := by rw [← pow_add, show n + 1 - 1 - k + k = n by omega]
    _ = ((n : ℝ) + 1) * M ^ n := by simp
```

## The $n$-th root of the stopping threshold

Return to $\mu=0$, $M=1$ and exponent $n\ge1$. Let $\|x\|=1$ and $\|r\|\le\varepsilon$ for a real threshold $\varepsilon$. The contraction bound becomes $|s|^n\le n\varepsilon$, and since $t\mapsto t^{1/n}$ is increasing on nonnegative reals,
$$|s|\le(n\varepsilon)^{1/n}.$$
Here $|s|$ is the distance from the trial value to zero. In `root_sensitivity`, `h2` is $|s|^n\le n\varepsilon$; the hypothesis `hn` lets `Real.pow_rpow_inv_natCast` write $|s|=(|s|^n)^{1/n}$, and `Real.rpow_le_rpow` is the monotonicity.

```lean
/-- For a contraction with `A ^ n = 0`, `n ≥ 1`, a unit vector with residual norm at most `ε`
and `|s| ≤ 1` satisfy `|s| ≤ (n ε) ^ (1 / n)`. -/
theorem root_sensitivity (A : Module.End ℂ E) (n : ℕ) (hn : 1 ≤ n) (hA : A ^ n = 0)
    (hc : ∀ y, ‖A y‖ ≤ ‖y‖) (x : E) (hx : ‖x‖ = 1) (s : ℂ) (hs : ‖s‖ ≤ 1) (ε : ℝ)
    (hε : ‖eigResidual A x s‖ ≤ ε) :
    ‖s‖ ≤ ((n : ℝ) * ε) ^ ((n : ℝ)⁻¹) := by
  have h := defective_residual_bound A n hA hc x s hs
  rw [hx, mul_one] at h
  have h2 : ‖s‖ ^ n ≤ (n : ℝ) * ε :=
    h.trans (mul_le_mul_of_nonneg_left hε (Nat.cast_nonneg n))
  calc ‖s‖ = (‖s‖ ^ n) ^ ((n : ℝ)⁻¹) :=
        (Real.pow_rpow_inv_natCast (norm_nonneg _) (by omega)).symm
    _ ≤ ((n : ℝ) * ε) ^ ((n : ℝ)⁻¹) :=
        Real.rpow_le_rpow (by positivity) h2 (by positivity)
```

## Matrices in the Euclidean norm

For a square complex matrix with $A^n=0$ as a matrix product and $\|Ay\|\le\|y\|$ in the Euclidean norm, the same inequality holds for all $x$ and $|s|\le1$. Applying the matrix $k$ times equals applying its $k$-th power once, which is `hpow` in `matrix_residual_bound`, proved by induction with `Matrix.mulVec_mulVec`. The operator `matOp A` therefore inherits nilpotency, and `defective_residual_bound` applies. For a finite non-Hermitian model Hamiltonian whose entire spectrum sits at one value, scaled and shifted to these units, a residual threshold $\varepsilon$ for a unit trial vector and a trial value with $|s|\le1$ thus bounds the energy error by $(n\varepsilon)^{1/n}$, where $n\ge1$ is any exponent with $A^n=0$. Matrices with several distinct eigenvalues, unbounded Hamiltonians, rounding errors and the convergence of any particular iteration are not covered.

```lean
/-- For a complex square matrix with `A ^ n = 0` that contracts the Euclidean norm,
`|s| ^ n ‖x‖ ≤ n ‖A x - s x‖` whenever `|s| ≤ 1`. -/
theorem matrix_residual_bound {m : Type*} [Fintype m] [DecidableEq m] (A : Matrix m m ℂ)
    (n : ℕ) (hA : A ^ n = 0) (hc : ∀ y, ‖matOp A y‖ ≤ ‖y‖) (x : EuclideanSpace ℂ m)
    (s : ℂ) (hs : ‖s‖ ≤ 1) :
    ‖s‖ ^ n * ‖x‖ ≤ n * ‖eigResidual (matOp A) x s‖ := by
  have hpow : ∀ k : ℕ, matOp A ^ k = matOp (A ^ k) := by
    intro k
    induction k with
    | zero =>
      refine LinearMap.ext fun y => ?_
      ext i
      simp [matOp]
    | succ k ih =>
      rw [pow_succ, ih, pow_succ A k]
      refine LinearMap.ext fun y => ?_
      show WithLp.toLp 2 (A ^ k *ᵥ (A *ᵥ y.ofLp)) = WithLp.toLp 2 ((A ^ k * A) *ᵥ y.ofLp)
      rw [Matrix.mulVec_mulVec]
  refine defective_residual_bound (matOp A) n ?_ hc x s hs
  rw [hpow, hA]
  refine LinearMap.ext fun y => ?_
  ext i
  simp [matOp]
```

## The Jordan block attains the power

In row $i<n$ the only nonzero entry of $J$ is in column $i+1$, and row $n$ vanishes, so $(Jy)_i=y_{i+1}$ for $i<n$ and $(Jy)_n=0$. In `jordan_apply`, `i.castSucc` is the index $i$, `i.succ` is $i+1$ and `Fin.last n` is $n$; `Finset.sum_eq_single` picks out the surviving term.

```lean
/-- The Jordan block moves component `i + 1` to position `i` and puts zero in the last one. -/
theorem jordan_apply (n : ℕ) (y : EuclideanSpace ℂ (Fin (n + 1))) :
    (∀ i : Fin n, matOp (jordan n) y i.castSucc = y i.succ) ∧
      matOp (jordan n) y (Fin.last n) = 0 := by
  constructor
  · intro i
    show ∑ j, jordan n i.castSucc j * y j = y i.succ
    rw [Finset.sum_eq_single i.succ]
    · simp [jordan]
    · intro j _ hj
      have h : (j : ℕ) ≠ (i : ℕ) + 1 :=
        fun h => hj (Fin.ext (by rw [Fin.val_succ]; exact h))
      simp [jordan, h]
    · intro h
      exact absurd (Finset.mem_univ _) h
  · show ∑ j, jordan n (Fin.last n) j * y j = 0
    refine Finset.sum_eq_zero fun j _ => ?_
    have h : (j : ℕ) ≠ n + 1 := by have := j.isLt; omega
    simp [jordan, h]
```

The claim $(J^k)_{ij}=0$ for $j<i+k$ follows by induction on $k$. In $(J^{k+1})_{ij}=\sum_l(J^k)_{il}J_{lj}$ only $l=j-1$ can contribute, and $j<i+k+1$ gives $l<i+k$, where $(J^k)_{il}=0$. For $k=n+1$ every entry satisfies $j\le n<i+n+1$, so $J^{n+1}=0$. The norm obeys $\|Jy\|^2=\sum_{i=1}^{n}|y_i|^2=\|y\|^2-|y_0|^2\le\|y\|^2$, and $J_{01}=1$ shows $J\ne0$ when $n\ne0$. These are the three parts of `jordan_witness`: `hk` is the induction, `h2` the inequality of squares. The block therefore meets the matrix hypotheses with exponent $n+1$; for $n=0$ it is the $1\times1$ zero matrix.

```lean
/-- The Jordan block of size `n + 1` has vanishing `(n + 1)`-th power, contracts the
Euclidean norm, and is nonzero when `n ≠ 0`. -/
theorem jordan_witness (n : ℕ) :
    jordan n ^ (n + 1) = 0 ∧ (∀ y, ‖matOp (jordan n) y‖ ≤ ‖y‖) ∧
      (n ≠ 0 → jordan n ≠ 0) := by
  -- the `k`-th power vanishes below the `k`-th superdiagonal
  have hk : ∀ (k : ℕ) (i j : Fin (n + 1)), (j : ℕ) < i + k → (jordan n ^ k) i j = 0 := by
    intro k
    induction k with
    | zero =>
      intro i j h
      rw [pow_zero]
      exact Matrix.one_apply_ne fun e => by subst e; omega
    | succ k ih =>
      intro i j h
      rw [pow_succ, Matrix.mul_apply]
      refine Finset.sum_eq_zero fun l _ => ?_
      by_cases hl : (j : ℕ) = (l : ℕ) + 1
      · rw [ih i l (by omega), zero_mul]
      · simp [jordan, hl]
  refine ⟨?_, fun y => ?_, fun hn h => ?_⟩
  · ext i j
    exact hk (n + 1) i j (by have := j.isLt; omega)
  · have h := jordan_apply n y
    have h2 : ‖matOp (jordan n) y‖ ^ 2 ≤ ‖y‖ ^ 2 := by
      rw [EuclideanSpace.norm_sq_eq, EuclideanSpace.norm_sq_eq, Fin.sum_univ_castSucc,
        Fin.sum_univ_succ]
      simp only [h.1, h.2, norm_zero]
      nlinarith [sq_nonneg ‖y 0‖]
    exact (pow_le_pow_iff_left₀ (norm_nonneg _) (norm_nonneg _) two_ne_zero).1 h2
  · have h1 := congrFun (congrFun h 0) ⟨1, by omega⟩
    simp [jordan] at h1
```

For $x_i=s^i$ the residual has components $r_i=s^{i+1}-s\cdot s^i=0$ for $i<n$ and $r_n=0-s\cdot s^n=-s^{n+1}$. Hence $\|r\|=|s|^{n+1}$, while $\|x\|^2=\sum_{i=0}^n|s|^{2i}\ge|x_0|^2=1$, and so $\|r\|\le|s|^{n+1}\|x\|$ for every complex $s$. In `jordan_sharp`, `h1` and `h2` are the components, `hr` is the residual norm, and `hsq` and `hx` give $\|x\|\ge1$. The normalised vector $\hat x=x/\|x\|$ has residual norm $|s|^{n+1}/\|x\|\le|s|^{n+1}$, whereas the contraction bound with exponent $n+1$ places it at or above $|s|^{n+1}/(n+1)$ for $|s|\le1$. The power of $|s|$ is attained up to the prefactor, and optimality of that prefactor is not claimed.

```lean
/-- For the Jordan block of size `n + 1` and `x = (1, s, ..., s ^ n)` the residual norm equals
`|s| ^ (n + 1)`, the norm of `x` is at least one, and `‖A x - s x‖ ≤ |s| ^ (n + 1) ‖x‖`. -/
theorem jordan_sharp (n : ℕ) (s : ℂ) :
    ‖eigResidual (matOp (jordan n)) (geomVec n s) s‖ = ‖s‖ ^ (n + 1) ∧
      1 ≤ ‖geomVec n s‖ ∧
      ‖eigResidual (matOp (jordan n)) (geomVec n s) s‖ ≤ ‖s‖ ^ (n + 1) * ‖geomVec n s‖ := by
  have h := jordan_apply n (geomVec n s)
  -- only the last component of the residual survives
  have h1 : ∀ i : Fin n,
      eigResidual (matOp (jordan n)) (geomVec n s) s i.castSucc = 0 := by
    intro i
    show matOp (jordan n) (geomVec n s) i.castSucc - s * geomVec n s i.castSucc = 0
    rw [h.1]
    show s ^ ((i : ℕ) + 1) - s * s ^ (i : ℕ) = 0
    ring
  have h2 : eigResidual (matOp (jordan n)) (geomVec n s) s (Fin.last n) = -(s ^ (n + 1)) := by
    show matOp (jordan n) (geomVec n s) (Fin.last n) - s * geomVec n s (Fin.last n) = _
    rw [h.2]
    show 0 - s * s ^ n = _
    ring
  have hr : ‖eigResidual (matOp (jordan n)) (geomVec n s) s‖ = ‖s‖ ^ (n + 1) := by
    refine (sq_eq_sq₀ (norm_nonneg _) (by positivity)).1 ?_
    rw [EuclideanSpace.norm_sq_eq, Fin.sum_univ_castSucc]
    simp [h1, h2]
  have h0 : geomVec n s 0 = 1 := pow_zero s
  have hsq : 1 ≤ ‖geomVec n s‖ ^ 2 := by
    rw [EuclideanSpace.norm_sq_eq, Fin.sum_univ_succ, h0, norm_one, one_pow]
    exact le_add_of_nonneg_right (Finset.sum_nonneg fun _ _ => sq_nonneg _)
  have hx : 1 ≤ ‖geomVec n s‖ := by
    by_contra hlt
    have hlt' := not_le.1 hlt
    nlinarith [norm_nonneg (geomVec n s)]
  refine ⟨hr, hx, ?_⟩
  rw [hr]
  exact le_mul_of_one_le_right (by positivity) hx

end

end DefectiveResidualBound
```

```lean
#print axioms DefectiveResidualBound.defective_residual_bound
#print axioms DefectiveResidualBound.root_sensitivity
#print axioms DefectiveResidualBound.matrix_residual_bound
#print axioms DefectiveResidualBound.jordan_sharp
```

```
'DefectiveResidualBound.defective_residual_bound' depends on axioms: [propext, Classical.choice, Quot.sound]
'DefectiveResidualBound.root_sensitivity' depends on axioms: [propext, Classical.choice, Quot.sound]
'DefectiveResidualBound.matrix_residual_bound' depends on axioms: [propext, Classical.choice, Quot.sound]
'DefectiveResidualBound.jordan_sharp' depends on axioms: [propext, Classical.choice, Quot.sound]
```

## A two-level example and perturbed eigenvalues

Take `jordan 1`, of size two with $J^2=0$, and $s=0.1$. Then $x=(1,\,0.1)$, $Jx=(0.1,\,0)$, $sx=(0.1,\,0.01)$ and $r=(0,\,-0.01)$. With $\|x\|=\sqrt{1.01}\approx1.00499$ the unit vector is $\hat x\approx(0.99504,\,0.09950)$ and its residual norm is $\varepsilon\approx0.00995$. The contraction bound reads $0.01\le2\varepsilon\approx0.0199$, the weighted bound reads $0.01\le1.1\,\varepsilon\approx0.01095$, and the root form reads $0.1\le\sqrt{2\varepsilon}\approx0.141$. The trial value is about ten residual norms away from the eigenvalue zero.

The root form also speaks about perturbations. Let $A$ be a contraction with $A^n=0$ and $n\ge1$, let $V$ be an operator with $\|Vy\|\le\varepsilon\|y\|$ for all $y$, and let $(A+V)x=sx$ with $\|x\|=1$ and $|s|\le1$. Then $r=Ax-sx=-Vx$ has norm at most $\varepsilon$, so this eigenvalue of $A+V$ satisfies $|s|\le(n\varepsilon)^{1/n}$. This perturbation statement, the numbers above and the Hermitian comparison at the start appear in prose only, the last of them stated without proof, and are not among the theorems.
